# How the motion of a critical point in k changes the second derivative of its energy

Critical points of an interband energy, where its gradient in the wave vector vanishes, produce structure in optical spectra. Strain, or an electric field perpendicular to a two-dimensional layer, can shift their energies and also move them in k-space. If the shift is computed at a fixed wave vector, which derivatives with respect to the perturbation are still correct?

Let $F(k,s)$ be the interband energy, with $k\in\mathbb R^n$ and one real parameter $s$. Let $k(s)$ be the path of the critical point and $E(s)=F(k(s),s)$ its energy. Subscripts $s$ denote derivatives at fixed $k$, and primes denote derivatives along the path. For smooth $F$ and a differentiable path, freezing the wave vector at the critical point $k(s)$ gives the correct slope at $s$, but the second derivative can be wrong if the point moves. This matters when a quadratic strain or field coefficient of the critical-point energy is extracted from band energies at one k-point. Under strain, $k$ may be given in Cartesian coordinates or in units of the reciprocal lattice vectors. The two choices can give different second derivatives at fixed $k$, so one of them must be used throughout.

```lean
import Mathlib

open Matrix Topology

namespace CriticalPointCurvature

noncomputable section

variable {n : ℕ} {F : (Fin n → ℝ) × ℝ → ℝ} {k : ℝ → Fin n → ℝ} {s : ℝ}
```

In Lean, `kGrad` is $\nabla_kF$, `sDeriv` is $F_s$, and `kHess` is the Hessian $H_{ij}=\partial_j\partial_iF$. Each is built from the Fréchet derivative along coordinate directions. The vector $b=\nabla_kF_s$ is `kGrad (sDeriv F)`, and $F_{ss}$ is `sDeriv (sDeriv F)`.

```lean
/-- The gradient of `F(k,s)` with respect to the wave vector `k`, at the point `p = (k,s)`. -/
def kGrad (F : (Fin n → ℝ) × ℝ → ℝ) (p : (Fin n → ℝ) × ℝ) : Fin n → ℝ :=
  fun i => fderiv ℝ F p (Pi.single i 1, 0)

/-- The partial derivative of `F(k,s)` with respect to the external parameter `s`. -/
def sDeriv (F : (Fin n → ℝ) × ℝ → ℝ) (p : (Fin n → ℝ) × ℝ) : ℝ :=
  fderiv ℝ F p (0, 1)

/-- The Hessian of `F(k,s)` in the wave vector: row `i` is the `k`-gradient of the
`i`-th component of the `k`-gradient. -/
def kHess (F : (Fin n → ℝ) × ℝ → ℝ) (p : (Fin n → ℝ) × ℝ) : Matrix (Fin n) (Fin n) ℝ :=
  Matrix.of fun i j => kGrad (fun q => kGrad F q i) p j
```

## A twice continuously differentiable interband energy

The hypothesis `ContDiff ℝ 2 F` says that $F$ has continuous derivatives up to second order, which rules out kinks. By hand, it permits the chain rule for $F$ and its first derivatives,

$$\frac{d}{dt}G(k(t),t)=k'\cdot\nabla_kG+G_s,$$

and the exchange $\partial_s\partial_iF=\partial_i\partial_sF=b_i$.

At a band crossing $F$ can have a kink as a function of $k$. Its $k$-gradient then does not exist there, and the critical-point condition loses its meaning. The hypothesis applies to all $k$ and $s$, whereas a real interband energy may be smooth only near the critical point. Applying the theorems then requires a globally C² function that agrees with it there.

```lean
/-- Every directional derivative of a C² function is differentiable. -/
theorem differentiable_directional (hF : ContDiff ℝ 2 F) (w : (Fin n → ℝ) × ℝ) :
    Differentiable ℝ (fun q => fderiv ℝ F q w) :=
  ((hF.fderiv_right (m := 1) (by norm_num)).differentiable (by norm_num)).clm_apply
    (differentiable_const w)
```

The chain-rule lemma splits the velocity $(k',1)$ into coordinate directions and uses linearity of the derivative.

```lean
/-- Chain rule along a moving wave vector: if `G` is differentiable and `k` has the derivative `k'`
at `s`, then `G(k(s),s)` has the derivative `k' · ∇ₖG + ∂G/∂s` there. -/
theorem hasDerivAt_along {G : (Fin n → ℝ) × ℝ → ℝ} {v : Fin n → ℝ}
    (hG : Differentiable ℝ G) (hk : HasDerivAt k v s) :
    HasDerivAt (fun t => G (k t, t)) (v ⬝ᵥ kGrad G (k s, s) + sDeriv G (k s, s)) s := by
  have comp : ∀ γ : ℝ → (Fin n → ℝ) × ℝ, HasDerivAt γ (v, 1) s →
      HasDerivAt (fun t => G (γ t)) (fderiv ℝ G (γ s) (v, 1)) s :=
    fun γ hγ => (hG (γ s)).hasFDerivAt.comp_hasDerivAt s hγ
  have h : HasDerivAt (fun t => G (k t, t)) (fderiv ℝ G (k s, s) (v, 1)) s :=
    comp (fun t => (k t, t)) (hk.prodMk (hasDerivAt_id' s))
  refine HasDerivAt.congr_deriv h ?_
  -- split the velocity (k', 1) into coordinate directions
  have e : (v, (1 : ℝ)) =
      ∑ i, v i • ((Pi.single i 1 : Fin n → ℝ), (0 : ℝ)) + ((0 : Fin n → ℝ), (1 : ℝ)) := by
    apply Prod.ext
    · ext j
      simp [Prod.fst_sum, Finset.sum_apply, Pi.single_apply]
    · simp [Prod.snd_sum]
  rw [e]
  simp only [map_add, map_sum, map_smul, smul_eq_mul, dotProduct, kGrad, sDeriv]
```

The next lemma writes both mixed derivatives as one second Fréchet derivative and applies its symmetry.

```lean
/-- For a C² function the mixed derivatives in `s` and in a component of `k` commute. -/
theorem mixed_symm (hF : ContDiff ℝ 2 F) (p : (Fin n → ℝ) × ℝ) (i : Fin n) :
    sDeriv (fun q => kGrad F q i) p = kGrad (sDeriv F) p i := by
  have hd : Differentiable ℝ (fderiv ℝ F) :=
    (hF.fderiv_right (m := 1) (by norm_num)).differentiable (by norm_num)
  have key : ∀ u w : (Fin n → ℝ) × ℝ,
      fderiv ℝ (fun q => fderiv ℝ F q w) p u = fderiv ℝ (fderiv ℝ F) p u w := by
    intro u w
    have h : HasFDerivAt (fun q => fderiv ℝ F q w) _ p :=
      (hd p).hasFDerivAt.clm_apply (hasFDerivAt_const w p)
    rw [h.fderiv]
    simp
  change fderiv ℝ (fun q => fderiv ℝ F q (Pi.single i 1, 0)) p (0, 1) =
    fderiv ℝ (fun q => fderiv ℝ F q (0, 1)) p (Pi.single i 1, 0)
  rw [key, key]
  exact (hF.contDiffAt.isSymmSndFDerivAt (by simp)).eq _ _
```

## A differentiable path in k

The path $k(s)$ is assumed to be differentiable, which excludes jumps and infinite velocity. With $\nabla_kF=0$, the chain rule gives

$$E'=k'\cdot\nabla_kF+F_s=F_s.$$

For this slope, differentiability and stationarity at the single value $s$ suffice. If the path jumps between critical points of different energy, $E$ is discontinuous and has no slope there.

```lean
/-- If `F` is differentiable, `k(s)` is differentiable at `s` and the `k`-gradient of `F`
vanishes at `(k(s),s)`, then `E(s) = F(k(s),s)` has the slope `∂F/∂s` taken at fixed `k`. -/
theorem criticalEnergy_slope (hF : Differentiable ℝ F) (hk : DifferentiableAt ℝ k s)
    (hg : kGrad F (k s, s) = 0) :
    HasDerivAt (fun t => F (k t, t)) (sDeriv F (k s, s)) s := by
  have h := hasDerivAt_along hF hk.hasDerivAt
  rwa [hg, dotProduct_zero, zero_add] at h
```

## Stationarity at neighbouring parameter values

The condition `∀ᶠ t in 𝓝 s` means "for all $t$ sufficiently near $s$": the path must stay on critical points as the perturbation varies slightly. Differentiating $\partial_iF(k(t),t)=0$ gives

$$\sum_jH_{ij}k'_j+b_i=0,\qquad\text{so}\qquad Hk'=-b.$$

The proof computes this derivative once by the chain rule and once as that of a locally zero function, then equates the results.

```lean
/-- Motion of a critical point: if `F` is C², `k` is differentiable at `s` and the `k`-gradient
vanishes along the curve near `s`, then `H k' = -b`, with `b` the `k`-gradient of `∂F/∂s`. -/
theorem criticalPoint_velocity (hF : ContDiff ℝ 2 F) (hk : DifferentiableAt ℝ k s)
    (hg : ∀ᶠ t in 𝓝 s, kGrad F (k t, t) = 0) :
    kHess F (k s, s) *ᵥ deriv k s = -kGrad (sDeriv F) (k s, s) := by
  ext i
  -- differentiate the critical-point condition along the curve
  have h := hasDerivAt_along (G := fun q => kGrad F q i)
    (differentiable_directional hF (Pi.single i 1, 0)) hk.hasDerivAt
  have h0 : HasDerivAt (fun t => kGrad F (k t, t) i) 0 s :=
    (hasDerivAt_const s (0 : ℝ)).congr_of_eventuallyEq (hg.mono fun t ht => congrFun ht i)
  have e := h.unique h0
  rw [mixed_symm hF] at e
  have c : (kHess F (k s, s) *ᵥ deriv k s) i =
      deriv k s ⬝ᵥ kGrad (fun q => kGrad F q i) (k s, s) := dotProduct_comm _ _
  rw [c, Pi.neg_apply]
  linarith
```

Since $E'=F_s$ throughout a neighbourhood, it can be differentiated again:

$$E''=F_{ss}+k'\cdot b=F_{ss}-k'\cdot Hk'.$$

The first step uses differentiability of the path near $s$, not only at $s$. Stationarity at $s$ alone is insufficient: for $n=1$, $F=k^2/2$ and $k(t)=t$, at $s=0$ one has $E''=1$, although $F_{ss}=b=0$.

```lean
/-- For C² `F` and a differentiable curve of critical points near `s`, the second derivative of
`E(s) = F(k(s),s)` is `∂²F/∂s² - k' · H k'`, with `H` the `k`-Hessian of `F`. -/
theorem criticalEnergy_curvature_velocity (hF : ContDiff ℝ 2 F)
    (hk : ∀ᶠ t in 𝓝 s, DifferentiableAt ℝ k t)
    (hg : ∀ᶠ t in 𝓝 s, kGrad F (k t, t) = 0) :
    HasDerivAt (deriv fun t => F (k t, t))
      (sDeriv (sDeriv F) (k s, s) - deriv k s ⬝ᵥ (kHess F (k s, s) *ᵥ deriv k s)) s := by
  have hE : deriv (fun t => F (k t, t)) =ᶠ[𝓝 s] fun t => sDeriv F (k t, t) := by
    filter_upwards [hk, hg] with t h1 h2
    exact (criticalEnergy_slope (hF.differentiable (by norm_num)) h1 h2).deriv
  have h := hasDerivAt_along (G := sDeriv F) (differentiable_directional hF (0, 1))
    hk.self_of_nhds.hasDerivAt
  refine (h.congr_of_eventuallyEq hE).congr_deriv ?_
  rw [criticalPoint_velocity hF hk.self_of_nhds hg, dotProduct_neg]
  ring
```

## An invertible k-Hessian

Invertibility, stated as `IsUnit` of the determinant, means that the critical point is nondegenerate. Then $k'=-H^{-1}b$, and

$$E''=F_{ss}-b\cdot H^{-1}b.$$

The proof multiplies $Hk'=-b$ by the inverse and substitutes. Without invertibility this formula is unavailable, but the velocity form above still holds on a differentiable path. When critical points merge, even that can fail: $F=k^3/3-sk$ has critical points $k=\pm\sqrt s$, whose velocities diverge as $s\to0^+$.

```lean
/-- Let `F` be C² and `k(s)` a differentiable curve of critical points near `s`, with invertible
`k`-Hessian `H` at `s`. Then `E(s) = F(k(s),s)` has `E'' = ∂²F/∂s² - b · H⁻¹ b`, where `b` is the
`k`-gradient of `∂F/∂s`. -/
theorem criticalEnergy_curvature (hF : ContDiff ℝ 2 F)
    (hk : ∀ᶠ t in 𝓝 s, DifferentiableAt ℝ k t)
    (hg : ∀ᶠ t in 𝓝 s, kGrad F (k t, t) = 0) (hH : IsUnit (kHess F (k s, s)).det) :
    HasDerivAt (deriv fun t => F (k t, t))
      (sDeriv (sDeriv F) (k s, s) -
        kGrad (sDeriv F) (k s, s) ⬝ᵥ ((kHess F (k s, s))⁻¹ *ᵥ kGrad (sDeriv F) (k s, s))) s := by
  refine (criticalEnergy_curvature_velocity hF hk hg).congr_deriv ?_
  have hr := criticalPoint_velocity hF hk.self_of_nhds hg
  -- solve H k' = -b for the velocity
  have hv : deriv k s = -((kHess F (k s, s))⁻¹ *ᵥ kGrad (sDeriv F) (k s, s)) := by
    rw [← Matrix.mulVec_neg, ← hr, Matrix.mulVec_mulVec, Matrix.nonsing_inv_mul _ hH,
      Matrix.one_mulVec]
  rw [hr, dotProduct_neg, hv, neg_dotProduct, neg_neg, dotProduct_comm]
```

## A definite k-Hessian

Positive definite $H$ describes a nondegenerate minimum in $k$, negative definite $H$ a maximum. Freezing the wave vector at its value $k(s)$ gives the second derivative $F_{ss}$, by the chain rule with zero velocity.

```lean
/-- With the wave vector frozen at `q`, the second derivative of a C² function `F(q,s)` in `s`
is `∂²F/∂s²`. -/
theorem frozen_curvature (hF : ContDiff ℝ 2 F) (q : Fin n → ℝ) (s : ℝ) :
    HasDerivAt (deriv fun t => F (q, t)) (sDeriv (sDeriv F) (q, s)) s := by
  have h : ∀ G : (Fin n → ℝ) × ℝ → ℝ, Differentiable ℝ G → ∀ t,
      HasDerivAt (fun t => G (q, t)) (sDeriv G (q, t)) t := by
    intro G hG t
    simpa using hasDerivAt_along hG (hasDerivAt_const t q)
  have e : (deriv fun t => F (q, t)) = fun t => sDeriv F (q, t) :=
    funext fun t => (h F (hF.differentiable (by norm_num)) t).deriv
  rw [e]
  exact h (sDeriv F) (differentiable_directional hF (0, 1)) s
```

The frozen value minus the true one is therefore $k'\cdot Hk'$. At a minimum this is nonnegative and vanishes exactly when $k'=0$, which by $Hk'=-b$ is equivalent to $b=0$. The proof treats zero and nonzero velocity separately.

At a saddle the error can vanish with $b\neq0$: $F=(k_1^2-k_2^2)/2-s(k_1+k_2)$ gives $b\cdot H^{-1}b=1-1=0$.

```lean
/-- For C² `F` and a differentiable curve of critical points near `s` with positive definite
`k`-Hessian at `s`, freezing `k` never underestimates `E''`, and it is exact if and only if the
`k`-gradient of `∂F/∂s` vanishes. -/
theorem frozen_overestimates_at_minimum (hF : ContDiff ℝ 2 F)
    (hk : ∀ᶠ t in 𝓝 s, DifferentiableAt ℝ k t)
    (hg : ∀ᶠ t in 𝓝 s, kGrad F (k t, t) = 0) (hH : (kHess F (k s, s)).PosDef) :
    deriv (deriv fun t => F (k t, t)) s ≤ deriv (deriv fun t => F (k s, t)) s ∧
    (deriv (deriv fun t => F (k t, t)) s = deriv (deriv fun t => F (k s, t)) s ↔
      kGrad (sDeriv F) (k s, s) = 0) := by
  have hr := criticalPoint_velocity hF hk.self_of_nhds hg
  rw [(criticalEnergy_curvature_velocity hF hk hg).deriv, (frozen_curvature hF (k s) s).deriv]
  by_cases h0 : deriv k s = 0
  · -- a critical point at rest has b = 0 and no error
    rw [h0, Matrix.mulVec_zero] at hr
    have hb := neg_eq_zero.mp hr.symm
    rw [h0, zero_dotProduct, sub_zero]
    exact ⟨le_refl _, fun _ => hb, fun _ => rfl⟩
  · -- a moving critical point has a strictly positive error
    have hp := hH.dotProduct_mulVec_pos h0
    rw [star_trivial] at hp
    refine ⟨by linarith, fun h => by exfalso; linarith, fun hb => ?_⟩
    rw [hr, hb, neg_zero, dotProduct_zero] at hp
    exact absurd hp (lt_irrefl _)
```

At a maximum the inequality reverses. The theorem states only this inequality, without an equality condition, and its proof uses only that $-H$ is positive semidefinite.

```lean
/-- For C² `F` and a differentiable curve of critical points near `s` with negative definite
`k`-Hessian at `s`, freezing `k` never overestimates `E''`. -/
theorem frozen_underestimates_at_maximum (hF : ContDiff ℝ 2 F)
    (hk : ∀ᶠ t in 𝓝 s, DifferentiableAt ℝ k t)
    (hg : ∀ᶠ t in 𝓝 s, kGrad F (k t, t) = 0) (hH : (-kHess F (k s, s)).PosDef) :
    deriv (deriv fun t => F (k s, t)) s ≤ deriv (deriv fun t => F (k t, t)) s := by
  rw [(criticalEnergy_curvature_velocity hF hk hg).deriv, (frozen_curvature hF (k s) s).deriv]
  have hp := hH.posSemidef.dotProduct_mulVec_nonneg (deriv k s)
  rw [star_trivial, Matrix.neg_mulVec, dotProduct_neg] at hp
  linarith

end

end CriticalPointCurvature
```

```lean
#print axioms CriticalPointCurvature.criticalEnergy_curvature_velocity
#print axioms CriticalPointCurvature.criticalEnergy_curvature
#print axioms CriticalPointCurvature.frozen_overestimates_at_minimum
#print axioms CriticalPointCurvature.frozen_underestimates_at_maximum
```

```
'CriticalPointCurvature.criticalEnergy_curvature_velocity' depends on axioms: [propext, Classical.choice, Quot.sound]
'CriticalPointCurvature.criticalEnergy_curvature' depends on axioms: [propext, Classical.choice, Quot.sound]
'CriticalPointCurvature.frozen_overestimates_at_minimum' depends on axioms: [propext, Classical.choice, Quot.sound]
'CriticalPointCurvature.frozen_underestimates_at_maximum' depends on axioms: [propext, Classical.choice, Quot.sound]
```
